# The structural and scattering-path forms of the KKR Green function agree for an invertible t-matrix

In a finite channel basis, the two standard expressions for the multiple-scattering Green function are equal at every pair of points, provided the t-matrix \(t\) is invertible. Let the rows of \(J, H\) and the columns of \(J_1, H_1\) hold single-site solutions at sampled points: outside the potential, \(J, J_1\) equal the free regular waves and \(H, H_1\) the free outgoing waves, up to prefactors. Let \(g\) be the structural Green matrix. Define

\[
R=J+Ht,\quad R_1=J_1+tH_1,\quad Z=Rt^{-1},\quad Z_1=t^{-1}R_1,\quad \tau=t+tgt .
\]

Below, the scattering-path form is on the left and the structural form on the right. If the first point has the smaller radius, or the radii are equal, the equality reads

\[
Z\tau Z_1-ZJ_1=RgR_1+RH_1 ,
\]

and in the opposite ordering

\[
Z\tau Z_1-JZ_1=RgR_1+HR_1 .
\]

## Switching between \(g\) and \(\tau\) in a KKR code

A code may solve the Dyson equation \(g=g_0+g_0tg\), with free structure constants \(g_0\), or invert the KKR matrix \(t^{-1}-g_0\) to get \(\tau\). For independent electrons and a finite channel cutoff, the identity lets either route supply the Green function from which densities are computed. The wave functions change together with the matrix: \(g\) goes with \(R\) and \(H\), \(\tau\) with \(Z\) and \(J\).

## Derivation for both radial orderings

Stripping the outer t-matrices from \(\tau\) gives

\[
t^{-1}\tau t^{-1}=t^{-1}+g,\qquad\text{so}\qquad Z\tau Z_1=Rt^{-1}R_1+RgR_1 .
\]

The first term can be expanded from either side:

\[
Rt^{-1}(J_1+tH_1)=ZJ_1+RH_1,\qquad (J+Ht)t^{-1}R_1=JZ_1+HR_1 .
\]

Subtracting \(ZJ_1\) or \(JZ_1\) gives the two identities. Only the second uses \(R=J+Ht\).

The two orderings of the single-scatterer term differ by

\[
RH_1-HR_1=JH_1+HtH_1-HJ_1-HtH_1=JH_1-HJ_1 ,
\]

which does not contain \(t\).

For the KKR matrix, multiplying out gives

\[
(t^{-1}-g_0)(t+tgt)=1+gt-g_0t-g_0tgt=1+(g-g_0-g_0tg)\,t .
\]

Since \(t\) is invertible, the right side equals 1 exactly when the Dyson equation holds. A right inverse of a finite square matrix is its inverse, so then \(\tau=(t^{-1}-g_0)^{-1}\).

## Lean file

```lean
import Mathlib

open Matrix

namespace KKRGreenFunction

noncomputable section

variable {p n : Type*} [Fintype n] [DecidableEq n]

/-- Regular scattering solutions `R = J + H t`, one row per point and one column per channel. -/
def regR (J H : Matrix p n ℂ) (t : Matrix n n ℂ) : Matrix p n ℂ := J + H * t

/-- Regular solutions `R1 = J1 + t H1` for the second argument of the Green function. -/
def regL (J1 H1 : Matrix n p ℂ) (t : Matrix n n ℂ) : Matrix n p ℂ := J1 + t * H1

/-- Regular solutions in the scattering-path normalisation, `Z = R t⁻¹`. -/
def scatR (J H : Matrix p n ℂ) (t : Matrix n n ℂ) : Matrix p n ℂ := regR J H t * t⁻¹

/-- Regular solutions of the second argument in the same normalisation, `Z1 = t⁻¹ R1`. -/
def scatL (J1 H1 : Matrix n p ℂ) (t : Matrix n n ℂ) : Matrix n p ℂ := t⁻¹ * regL J1 H1 t

/-- The scattering path operator `tau = t + t g t`. -/
def pathOp (t g : Matrix n n ℂ) : Matrix n n ℂ := t + t * g * t

/-- Green function in structural form: `R g R1` plus the single-scatterer term, in which the
regular solution is taken at the point of smaller radius `ρ` and `H` at the other. -/
def greenStructural (ρ : p → ℝ) (J H : Matrix p n ℂ) (J1 H1 : Matrix n p ℂ)
    (t g : Matrix n n ℂ) : Matrix p p ℂ :=
  Matrix.of fun x y => (regR J H t * g * regL J1 H1 t) x y +
    if ρ x ≤ ρ y then (regR J H t * H1) x y else (H * regL J1 H1 t) x y

/-- Green function in scattering-path form: `Z tau Z1` minus the term in which `Z` is taken
at the point of smaller radius `ρ` and `J` at the other. -/
def greenPath (ρ : p → ℝ) (J H : Matrix p n ℂ) (J1 H1 : Matrix n p ℂ)
    (t tau : Matrix n n ℂ) : Matrix p p ℂ :=
  Matrix.of fun x y => (scatR J H t * tau * scatL J1 H1 t) x y -
    if ρ x ≤ ρ y then (scatR J H t * J1) x y else (J * scatL J1 H1 t) x y

/-- For invertible `t`, the path-operator term splits into a single-scatterer and a structural part:
`Z tau Z1 = R t⁻¹ R1 + R g R1`. -/
theorem path_term_split (J H : Matrix p n ℂ) (J1 H1 : Matrix n p ℂ)
    (t g : Matrix n n ℂ) (ht : IsUnit t.det) :
    scatR J H t * pathOp t g * scatL J1 H1 t =
      regR J H t * t⁻¹ * regL J1 H1 t + regR J H t * g * regL J1 H1 t := by
  have h1 : t⁻¹ * t = 1 := Matrix.nonsing_inv_mul t ht
  have h2 : t * t⁻¹ = 1 := Matrix.mul_nonsing_inv t ht
  -- stripping the outer t-matrices from tau leaves t⁻¹ + g
  have hm : t⁻¹ * pathOp t g * t⁻¹ = t⁻¹ + g := by
    calc t⁻¹ * pathOp t g * t⁻¹
        = (t⁻¹ * t) * t⁻¹ + (t⁻¹ * t) * g * (t * t⁻¹) := by
          simp only [pathOp, Matrix.mul_add, Matrix.add_mul, Matrix.mul_assoc]
      _ = t⁻¹ + g := by rw [h1, h2, Matrix.one_mul, Matrix.one_mul, Matrix.mul_one]
  calc scatR J H t * pathOp t g * scatL J1 H1 t
      = regR J H t * (t⁻¹ * pathOp t g * t⁻¹) * regL J1 H1 t := by
        simp only [scatR, scatL, Matrix.mul_assoc]
    _ = _ := by rw [hm, Matrix.mul_add, Matrix.add_mul]

/-- First radial ordering, for invertible `t`: `Z tau Z1 - Z J1 = R g R1 + R H1`. -/
theorem green_first_inner (J H : Matrix p n ℂ) (J1 H1 : Matrix n p ℂ)
    (t g : Matrix n n ℂ) (ht : IsUnit t.det) :
    scatR J H t * pathOp t g * scatL J1 H1 t - scatR J H t * J1 =
      regR J H t * g * regL J1 H1 t + regR J H t * H1 := by
  -- insert R1 = J1 + t H1 in the single-scatterer part
  have h : regR J H t * t⁻¹ * regL J1 H1 t = scatR J H t * J1 + regR J H t * H1 := by
    have h3 : regR J H t * t⁻¹ * (t * H1) = regR J H t * (t⁻¹ * t) * H1 := by
      simp only [Matrix.mul_assoc]
    rw [regL, Matrix.mul_add, h3, Matrix.nonsing_inv_mul t ht, Matrix.mul_one, scatR]
  rw [path_term_split J H J1 H1 t g ht, h]
  abel

/-- Opposite radial ordering, for invertible `t`: `Z tau Z1 - J Z1 = R g R1 + H R1`. -/
theorem green_second_inner (J H : Matrix p n ℂ) (J1 H1 : Matrix n p ℂ)
    (t g : Matrix n n ℂ) (ht : IsUnit t.det) :
    scatR J H t * pathOp t g * scatL J1 H1 t - J * scatL J1 H1 t =
      regR J H t * g * regL J1 H1 t + H * regL J1 H1 t := by
  -- insert R = J + H t in the single-scatterer part
  have h : regR J H t * t⁻¹ * regL J1 H1 t = J * scatL J1 H1 t + H * regL J1 H1 t := by
    have h3 : H * t * t⁻¹ = H := by
      rw [Matrix.mul_assoc, Matrix.mul_nonsing_inv t ht, Matrix.mul_one]
    rw [regR, Matrix.add_mul, h3, Matrix.add_mul, scatL, Matrix.mul_assoc]
  rw [path_term_split J H J1 H1 t g ht, h]
  abel

/-- For an invertible t-matrix the structural and the scattering-path form of the
multiple-scattering Green function agree at every pair of points. -/
theorem greenStructural_eq_greenPath (ρ : p → ℝ) (J H : Matrix p n ℂ)
    (J1 H1 : Matrix n p ℂ) (t g : Matrix n n ℂ) (ht : IsUnit t.det) :
    greenStructural ρ J H J1 H1 t g = greenPath ρ J H J1 H1 t (pathOp t g) := by
  ext x y
  by_cases hxy : ρ x ≤ ρ y
  · have h := congrArg (fun M : Matrix p p ℂ => M x y) (green_first_inner J H J1 H1 t g ht)
    simp only [Matrix.sub_apply, Matrix.add_apply] at h
    simp only [greenStructural, greenPath, Matrix.of_apply, if_pos hxy]
    exact h.symm
  · have h := congrArg (fun M : Matrix p p ℂ => M x y) (green_second_inner J H J1 H1 t g ht)
    simp only [Matrix.sub_apply, Matrix.add_apply] at h
    simp only [greenStructural, greenPath, Matrix.of_apply, if_neg hxy]
    exact h.symm

omit [DecidableEq n] in
/-- The two radial orderings of the single-scatterer term differ by an expression that does not
contain `t`: `R H1 - H R1 = J H1 - H J1`. -/
theorem ordering_jump_free (J H : Matrix p n ℂ) (J1 H1 : Matrix n p ℂ)
    (t : Matrix n n ℂ) :
    regR J H t * H1 - H * regL J1 H1 t = J * H1 - H * J1 := by
  rw [regR, regL, Matrix.add_mul, Matrix.mul_add, Matrix.mul_assoc]
  abel

/-- For invertible `t`, the matrix `g` obeys the Dyson equation `g = g0 + g0 t g` exactly when the
path operator `t + t g t` inverts the KKR matrix `t⁻¹ - g0`. -/
theorem dyson_iff_kkr_inverse (t g g0 : Matrix n n ℂ) (ht : IsUnit t.det) :
    (t⁻¹ - g0) * pathOp t g = 1 ↔ g = g0 + g0 * t * g := by
  have h2 : t * t⁻¹ = 1 := Matrix.mul_nonsing_inv t ht
  -- the defect of the inverse is the defect of the Dyson equation times t
  have e : (t⁻¹ - g0) * pathOp t g = 1 + (g - (g0 + g0 * t * g)) * t := by
    have h1 : t⁻¹ * t = 1 := Matrix.nonsing_inv_mul t ht
    unfold pathOp
    generalize t⁻¹ = s at h1 ⊢
    calc (s - g0) * (t + t * g * t)
        = s * t + (s * t) * (g * t) - g0 * t - g0 * t * g * t := by noncomm_ring
      _ = 1 + (g - (g0 + g0 * t * g)) * t := by rw [h1]; noncomm_ring
  rw [e]
  constructor
  · intro h
    have hD : (g - (g0 + g0 * t * g)) * t = 0 :=
      add_left_cancel (h.trans (add_zero 1).symm)
    apply sub_eq_zero.mp
    calc g - (g0 + g0 * t * g) = (g - (g0 + g0 * t * g)) * (t * t⁻¹) := by
          rw [h2, mul_one]
      _ = (g - (g0 + g0 * t * g)) * t * t⁻¹ := (mul_assoc _ _ _).symm
      _ = 0 := by rw [hD, zero_mul]
  · intro hg
    rw [sub_eq_zero.mpr hg, zero_mul, add_zero]

/-- If `t` is invertible and `g` solves the Dyson equation with free structure constants `g0`, the
structural form of the Green function is given by the scattering-path form with `tau = (t⁻¹ -
g0)⁻¹`. -/
theorem green_from_kkr_matrix (ρ : p → ℝ) (J H : Matrix p n ℂ) (J1 H1 : Matrix n p ℂ)
    (t g g0 : Matrix n n ℂ) (ht : IsUnit t.det) (hg : g = g0 + g0 * t * g) :
    greenStructural ρ J H J1 H1 t g = greenPath ρ J H J1 H1 t (t⁻¹ - g0)⁻¹ := by
  rw [Matrix.inv_eq_right_inv ((dyson_iff_kkr_inverse t g g0 ht).mpr hg)]
  exact greenStructural_eq_greenPath ρ J H J1 H1 t g ht

/-- Two coupled sites with one channel each, `t = 1/2` on both and free propagator `g0` equal to 1
between them, have an invertible t-matrix and an explicit solution of the Dyson equation. -/
theorem dyson_witness :
    IsUnit (!![1/2, 0; 0, 1/2] : Matrix (Fin 2) (Fin 2) ℂ).det ∧
    (!![2/3, 4/3; 4/3, 2/3] : Matrix (Fin 2) (Fin 2) ℂ) =
      !![0, 1; 1, 0] + !![0, 1; 1, 0] * !![1/2, 0; 0, 1/2] * !![2/3, 4/3; 4/3, 2/3] := by
  constructor
  · rw [isUnit_iff_ne_zero, Matrix.det_fin_two_of]
    norm_num
  · ext i j
    fin_cases i <;> fin_cases j <;> norm_num [Matrix.mul_apply, Fin.sum_univ_succ]

end

end KKRGreenFunction
```

```lean
#print axioms KKRGreenFunction.greenStructural_eq_greenPath
#print axioms KKRGreenFunction.ordering_jump_free
#print axioms KKRGreenFunction.green_from_kkr_matrix
```

```
'KKRGreenFunction.greenStructural_eq_greenPath' depends on axioms: [propext, Classical.choice, Quot.sound]
'KKRGreenFunction.ordering_jump_free' depends on axioms: [propext, Classical.choice, Quot.sound]
'KKRGreenFunction.green_from_kkr_matrix' depends on axioms: [propext, Classical.choice, Quot.sound]
```

## How the Lean statements map to scattering theory

The type `p` labels points and may be infinite; the finite type `n` labels channels, or site and channel together. The function `ρ` gives the radius that selects the ordering. To model several sites, take \(t\) diagonal in the site index, measure each point's radius from the centre of its own cell, and set the wave functions at a point to zero in the channels of all other sites. The single-scatterer term then vanishes between different cells, as in the usual formula. `regR`, `regL`, `scatR`, `scatL` and `pathOp` are \(R, R_1, Z, Z_1\) and \(\tau\), and `IsUnit t.det` says that \(t\) is invertible. Energy-dependent prefactors are absorbed into \(H\) and \(H_1\). No symmetry or conjugation is assumed between the left and right solutions.

The main theorem, `greenStructural_eq_greenPath`, holds for any `g`. `green_from_kkr_matrix` adds the Dyson equation as the hypothesis `hg` and replaces \(\tau\) by the inverse KKR matrix. Iterating `hg` generates the series \(g_0+g_0tg_0+\dots\) of repeated scattering between free propagations; `hg` itself does not require that series to converge.

In the proof, `path_term_split` strips the t-matrices, and `green_first_inner` and `green_second_inner` perform the two expansions. The main theorem splits on `ρ x ≤ ρ y` and reads off the corresponding matrix entry. `ordering_jump_free` is the cancellation of \(HtH_1\). In `dyson_iff_kkr_inverse`, the equation `e` is the multiplied-out product above; `green_from_kkr_matrix` then uses the right inverse. `dyson_witness` checks a two-site example with invertible \(t\) that satisfies the Dyson equation.

## Limits of the identity and two counter-examples

Invertibility means that no combination of channels passes unscattered. For one channel with \(t=g=0\) and \(J=H=J_1=H_1=1\), the structural form is 1, but \(Z\) is undefined; Lean's convention \(0^{-1}=0\) would make the path form 0.

The Dyson equation matters as well when \(\tau\) is computed from the KKR matrix. As in the first example, the numbers here are algebraic test values, not computed wave functions. Take one channel with \(t=g=1\), \(g_0=0\), \(J=J_1=1\) and \(H=H_1=0\). The structural form is 1, while the path form with \(\tau=(t^{-1}-g_0)^{-1}=1\) is 0.

The theorems concern matrix algebra at a fixed energy. That the wave functions solve a Schrödinger equation, that the expressions are its Green function, and that results converge with the channel cutoff are separate questions, as is rounding error when \(t\) is nearly singular.
